# First-order multiplet of n equivalent, unpolarised spin-1/2 neighbours: binomial intensities and variance $nJ^2/4$

Let a nucleus be coupled with the same constant $J$ to $n$ spin-1/2 neighbours, and let $M$ be the sum of the neighbours' projections, each $+1/2$ or $-1/2$. Of the $2^n$ neighbour configurations, exactly $\binom{n}{k}$ have $M = n/2-k$. If all configurations have equal weight, the line positions $\nu + JM$ have mean $\nu$ and variance $nJ^2/4$. For $J \neq 0$ different values of $M$ give separate lines, and the line at $\nu + J(n/2-k)$ has relative intensity $\binom{n}{k}/2^n$.

Two physical conditions enter. The form $\nu + JM$ is the first-order spectrum, valid when the coupling is small compared with the frequency difference between the nucleus and its neighbours. Equal weights describe neighbours whose level splitting is small compared with the thermal energy.

## Counting down spins and averaging over reversals

Label the neighbours $i = 0,\dots,n-1$ and write $s_i = \pm 1/2$ for their projections. If $d$ spins are down, then

$$M = \frac{n-d}{2} - \frac{d}{2} = \frac n2 - d .$$

Hence $M = n/2-k$ holds exactly when $d=k$, and there are $\binom nk$ ways to choose which $k$ spins are down.

For the moments, allow a separate coupling $J_i$ to each neighbour. The first-order line position is then $\omega = \nu + \sum_i J_i s_i$, provided that couplings among the neighbours do not mix their configurations. Angle brackets denote the average over all configurations. Reversing spin $i$ pairs the configurations, and within each pair $s_i$ takes opposite values, so $\langle s_i\rangle = 0$. If $j \ne i$, the product $s_i s_j$ also changes sign, so its average vanishes too. Since $s_i^2 = 1/4$ always,

$$\langle s_i s_j\rangle = \tfrac14\delta_{ij},$$

where $\delta_{ij}$ is 1 for $i=j$ and 0 otherwise. Therefore $\langle\omega\rangle = \nu$ and

$$\langle(\omega-\nu)^2\rangle = \sum_{i,j} J_iJ_j\langle s_is_j\rangle = \frac14\sum_i J_i^2 ,$$

which is $nJ^2/4$ for equal couplings.

The time signal uses the full independence of the spins: the configurations run over every combination of the individual values, all with equal weight. With $\nu$ and $J_i$ as angular frequencies, $t$ the time and $i$ outside subscripts the imaginary unit, $e^{i\omega t}$ is $e^{i\nu t}$ times one factor $e^{iJ_is_it}$ per neighbour. The sum over configurations of this product is the product of the sums over each spin's two values, and each such sum is $e^{iJ_it/2}+e^{-iJ_it/2} = 2\cos(J_it/2)$. Division by $2^n$ gives

$$\langle e^{i\omega t}\rangle = e^{i\nu t}\prod_i\cos(J_it/2),$$

or $e^{i\nu t}\cos^n(Jt/2)$ for equal couplings.

In simulations of electron spin resonance, the variance formula with isotropic hyperfine couplings as the $J_i$ gives the hyperfine contribution to the second moment of an unresolved pattern, provided that the nuclei are unpolarised spins 1/2 treated to first order.

## Configurations, positions and averages in Lean

```lean
import Mathlib

namespace MultipletIntensities

noncomputable section

variable {n : ℕ}
```

A configuration is a function `c : Fin n → Bool`. The value `true` means spin down, so $s_i$ is `spin (c i)`.

```lean
/-- The projection of a spin-1/2: `true` is spin down, `false` is spin up. -/
def spin (b : Bool) : ℝ := if b = true then -1 / 2 else 1 / 2

/-- The total projection M of a configuration of n neighbouring spins. -/
def totalM (c : Fin n → Bool) : ℝ := ∑ i, spin (c i)
```

The set of down spins carries the counting argument; its cardinality is $d$.

```lean
/-- The set of neighbours whose spin is down. -/
def downSet (c : Fin n → Bool) : Finset (Fin n) :=
  Finset.univ.filter (fun i => c i = true)
```

The first-order spectrum is put in by definition: no Hamiltonian is diagonalised, and lines have neither width nor shape. The couplings form a function `J : Fin n → ℝ`.

```lean
/-- The line position for centre ν and couplings J i to the individual neighbours. -/
def linePos (ν : ℝ) (J : Fin n → ℝ) (c : Fin n → Bool) : ℝ :=
  ν + ∑ i, J i * spin (c i)
```

Equal weights are built into `average`, and `variance` divides by the full number $2^n$ of configurations.

```lean
/-- The average over all 2^n equally weighted configurations. -/
def average (f : (Fin n → Bool) → ℝ) : ℝ := (∑ c, f c) / 2 ^ n

/-- The mean squared deviation from the average over configurations. -/
def variance (f : (Fin n → Bool) → ℝ) : ℝ :=
  average (fun c => (f c - average f) ^ 2)
```

## Reversing one spin as a permutation

`flipSpin i` changes the value of a configuration at `i` and leaves the rest alone.

```lean
/-- The configuration with the spin of neighbour i reversed. -/
def flipSpin (i : Fin n) (c : Fin n → Bool) : Fin n → Bool :=
  Function.update c i (!(c i))
```

The moment calculation turns on `Equiv.sum_comp`, which says that a finite sum is unchanged when its index is passed through a bijection. The bijection here comes from `Function.Involutive.toPerm`: a map that undoes itself is its own inverse, so the proof `inv` that two reversals restore the configuration is all that is needed to make `flipSpin i` a permutation. The hypothesis `h` then turns the reindexed sum into minus the original one. A real number equal to its own negative is zero, and `linarith` draws that conclusion. No explicit list of pairs is required.

```lean
/-- A quantity that changes sign when one chosen spin is reversed sums to zero
over all configurations. -/
theorem sum_eq_zero_of_odd (i : Fin n) (g : (Fin n → Bool) → ℝ)
    (h : ∀ c, g (flipSpin i c) = -g c) : ∑ c, g c = 0 := by
  have inv : Function.Involutive (flipSpin i) := by
    intro c
    funext j
    by_cases hj : j = i
    · subst hj
      simp [flipSpin]
    · simp [flipSpin, hj]
  have key := Equiv.sum_comp (Function.Involutive.toPerm (flipSpin i) inv) g
  simp only [Function.Involutive.coe_toPerm, h, Finset.sum_neg_distrib] at key
  linarith
```

The next lemma is $\langle s_is_j\rangle = \delta_{ij}/4$ before division by $2^n$. For `i = j` every term is $1/4$; for different indices the product is odd under reversal of spin `i`.

```lean
/-- The product of the projections of neighbours i and j, summed over all configurations, is 2^n/4
if i = j and 0 otherwise. -/
theorem sum_spin_mul_spin (i j : Fin n) :
    ∑ c : Fin n → Bool, spin (c i) * spin (c j) = if i = j then 2 ^ n / 4 else 0 := by
  by_cases hij : i = j
  · subst hij
    have h : ∀ b, spin b * spin b = 1 / 4 := by
      intro b
      cases b <;> norm_num [spin]
    have hc : (Fintype.card (Fin n → Bool) : ℝ) = 2 ^ n := by simp
    simp only [h, if_true, Finset.sum_const, Finset.card_univ, nsmul_eq_mul, hc]
    ring
  · rw [if_neg hij]
    apply sum_eq_zero_of_odd i
    intro c
    have hs : ∀ b, spin (!b) = -spin b := by
      intro b
      cases b <;> norm_num [spin]
    have hj : flipSpin i c j = c j := Function.update_of_ne (Ne.symm hij) _ _
    have hi : flipSpin i c i = !(c i) := Function.update_self _ _ _
    rw [hi, hj, hs]
    ring
```

## The binomial count

Writing each projection as $1/2$ minus an indicator for "down" and summing gives $M = n/2-d$.

```lean
/-- The total projection is n/2 minus the number of down spins. -/
theorem totalM_eq (c : Fin n → Bool) :
    totalM c = (n : ℝ) / 2 - ((downSet c).card : ℝ) := by
  have h : ∀ i, spin (c i) = 1 / 2 - (if c i = true then (1 : ℝ) else 0) := by
    intro i
    cases c i <;> norm_num [spin]
  unfold totalM downSet
  rw [Finset.sum_congr rfl (fun i _ => h i), Finset.sum_sub_distrib, Finset.sum_boole,
    Finset.sum_const, Finset.card_univ, Fintype.card_fin, nsmul_eq_mul]
  ring
```

`Finset.card_bij'` matches configurations with $k$-element subsets of the neighbours. One map takes a configuration to its `downSet`, the other turns a subset into a configuration. The four goals check that each map lands in the right set and that each undoes the other. The statement holds for every natural `k`; for $k>n$ both sides are zero.

```lean
/-- Exactly choose(n,k) configurations have total projection n/2 - k. -/
theorem card_totalM (n k : ℕ) :
    (Finset.univ.filter (fun c : Fin n → Bool => totalM c = (n : ℝ) / 2 - k)).card
      = n.choose k := by
  have h : (Finset.powersetCard k (Finset.univ : Finset (Fin n))).card = n.choose k := by
    simp
  rw [← h]
  -- a configuration corresponds to its set of down spins
  refine Finset.card_bij' (fun c _ => downSet c) (fun s _ => fun i => decide (i ∈ s))
    ?_ ?_ ?_ ?_
  · intro c hc
    have h1 := (Finset.mem_filter.1 hc).2
    rw [totalM_eq] at h1
    have h2 : ((downSet c).card : ℝ) = k := by linarith
    exact Finset.mem_powersetCard.2 ⟨Finset.subset_univ _, by exact_mod_cast h2⟩
  · intro s hs
    have h1 := (Finset.mem_powersetCard.1 hs).2
    have h2 : downSet (fun i => decide (i ∈ s)) = s := by
      ext i
      simp [downSet]
    refine Finset.mem_filter.2 ⟨Finset.mem_univ _, ?_⟩
    rw [totalM_eq, h2, h1]
  · intro c _
    funext i
    simp [downSet]
  · intro s _
    ext i
    simp [downSet]
```

The hypothesis `hJ` says that the coupling does not vanish. Once $\nu$ is subtracted, it allows $J$ to be cancelled, so equality of positions becomes equality of projections. At $J=0$ all lines would coincide.

```lean
/-- For nonzero coupling J, the line at ν + J (n/2 - k) arises from exactly
choose(n,k) configurations. -/
theorem line_intensity (n k : ℕ) (ν J : ℝ) (hJ : J ≠ 0) :
    (Finset.univ.filter (fun c : Fin n → Bool =>
      ν + J * totalM c = ν + J * ((n : ℝ) / 2 - k))).card = n.choose k := by
  rw [← card_totalM]
  congr 1
  ext c
  simp [hJ]
```

## Mean and variance for arbitrary couplings

For the mean, `Finset.sum_comm` exchanges the sums over configurations and neighbours, and each $\sum_c s_i$ vanishes by reversal.

```lean
/-- For arbitrary couplings the mean line position is the centre ν. -/
theorem average_linePos (ν : ℝ) (J : Fin n → ℝ) : average (linePos ν J) = ν := by
  have hs : ∀ i : Fin n, ∑ c : Fin n → Bool, spin (c i) = 0 := by
    intro i
    apply sum_eq_zero_of_odd i
    intro c
    have hi : flipSpin i c i = !(c i) := Function.update_self _ _ _
    rw [hi]
    cases c i <;> norm_num [spin]
  have h : ∑ c : Fin n → Bool, ∑ i, J i * spin (c i) = 0 := by
    rw [Finset.sum_comm]
    apply Finset.sum_eq_zero
    intro i _
    rw [← Finset.mul_sum, hs, mul_zero]
  have hc : (Fintype.card (Fin n → Bool) : ℝ) = 2 ^ n := by simp
  unfold average linePos
  rw [Finset.sum_add_distrib, h, Finset.sum_const, Finset.card_univ, nsmul_eq_mul, hc,
    add_zero]
  field_simp
```

For the variance, `h` expands the square into a double sum, and `hi` uses `sum_spin_mul_spin` to keep only the diagonal terms.

```lean
/-- For arbitrary couplings the variance of the line positions is a quarter of the
sum of the squared couplings. -/
theorem variance_linePos (ν : ℝ) (J : Fin n → ℝ) :
    variance (linePos ν J) = (∑ i, J i ^ 2) / 4 := by
  have h : ∀ c, (linePos ν J c - ν) ^ 2
      = ∑ i, ∑ j, J i * J j * (spin (c i) * spin (c j)) := by
    intro c
    unfold linePos
    rw [add_sub_cancel_left, sq, Finset.sum_mul_sum]
    exact Finset.sum_congr rfl fun i _ => Finset.sum_congr rfl fun j _ => by ring
  -- only the diagonal terms survive the sum over configurations
  have hi : ∀ i, ∑ c : Fin n → Bool, ∑ j, J i * J j * (spin (c i) * spin (c j))
      = J i ^ 2 * (2 ^ n / 4) := by
    intro i
    rw [Finset.sum_comm]
    simp only [← Finset.mul_sum, sum_spin_mul_spin, mul_ite, mul_zero,
      Finset.sum_ite_eq, Finset.mem_univ, if_true]
    ring
  unfold variance
  rw [average_linePos]
  unfold average
  simp only [h]
  rw [Finset.sum_comm, Finset.sum_congr rfl (fun i _ => hi i), ← Finset.sum_mul]
  field_simp
```

The theorem for equivalent neighbours joins the three claims. Its step `e` identifies $\nu+JM$ with `linePos` at constant couplings, after which the general results apply. It includes $n=0$, a single line at $\nu$ with zero variance.

```lean
/-- For n equivalent neighbours, choose(n,k) configurations have M = n/2 - k, and the
line positions ν + J M have mean ν and variance n J²/4. -/
theorem equivalent_multiplet (n : ℕ) (ν J : ℝ) :
    (∀ k : ℕ, (Finset.univ.filter
      (fun c : Fin n → Bool => totalM c = (n : ℝ) / 2 - k)).card = n.choose k) ∧
    average (fun c : Fin n → Bool => ν + J * totalM c) = ν ∧
    variance (fun c : Fin n → Bool => ν + J * totalM c) = n * J ^ 2 / 4 := by
  have e : (fun c : Fin n → Bool => ν + J * totalM c) = linePos ν (fun _ => J) := by
    funext c
    simp only [linePos, totalM, Finset.mul_sum]
  refine ⟨card_totalM n, ?_, ?_⟩
  · rw [e, average_linePos]
  · rw [e, variance_linePos]
    simp only [Finset.sum_const, Finset.card_univ, Fintype.card_fin, nsmul_eq_mul]
```

## The averaged time signal

The last theorem treats an undamped signal. In its proof `h` factorises the exponential, `hb` combines the two orientations of one neighbour into a cosine, and `hp` exchanges sum and product through `Finset.prod_univ_sum`.

```lean
/-- The time signal averaged over configurations is the oscillation at ν multiplied by
one factor cos(J i t/2) for each neighbour. -/
theorem time_signal (ν t : ℝ) (J : Fin n → ℝ) :
    (∑ c, Complex.exp (Complex.I * ((t : ℂ) * (linePos ν J c : ℂ)))) / 2 ^ n
      = Complex.exp (Complex.I * ((t : ℂ) * (ν : ℂ)))
        * ∏ i, Complex.cos ((J i : ℂ) * t / 2) := by
  have h : ∀ c, Complex.exp (Complex.I * ((t : ℂ) * (linePos ν J c : ℂ)))
      = Complex.exp (Complex.I * ((t : ℂ) * (ν : ℂ)))
        * ∏ i, Complex.exp (Complex.I * ((t : ℂ) * ((J i : ℂ) * (spin (c i) : ℂ)))) := by
    intro c
    rw [← Complex.exp_sum, ← Complex.exp_add]
    congr 1
    unfold linePos
    push_cast
    rw [mul_add, mul_add, Finset.mul_sum, Finset.mul_sum]
  -- the two orientations of one neighbour combine to a cosine
  have hb : ∀ i, ∑ b : Bool, Complex.exp (Complex.I * ((t : ℂ) * ((J i : ℂ) * (spin b : ℂ))))
      = 2 * Complex.cos ((J i : ℂ) * t / 2) := by
    intro i
    have s1 : ((spin true : ℝ) : ℂ) = -1 / 2 := by norm_num [spin]
    have s2 : ((spin false : ℝ) : ℂ) = 1 / 2 := by norm_num [spin]
    have e1 : Complex.I * ((t : ℂ) * ((J i : ℂ) * (-1 / 2)))
        = -((J i : ℂ) * t / 2) * Complex.I := by ring
    have e2 : Complex.I * ((t : ℂ) * ((J i : ℂ) * (1 / 2)))
        = ((J i : ℂ) * t / 2) * Complex.I := by ring
    rw [Fintype.sum_bool, s1, s2, e1, e2, Complex.cos]
    ring
  have hp : ∑ c : Fin n → Bool,
      ∏ i, Complex.exp (Complex.I * ((t : ℂ) * ((J i : ℂ) * (spin (c i) : ℂ))))
      = 2 ^ n * ∏ i, Complex.cos ((J i : ℂ) * t / 2) := by
    have hq := Finset.prod_univ_sum (fun _ : Fin n => (Finset.univ : Finset Bool))
      (fun i b => Complex.exp (Complex.I * ((t : ℂ) * ((J i : ℂ) * (spin b : ℂ)))))
    rw [Fintype.piFinset_univ] at hq
    rw [← hq, Finset.prod_congr rfl (fun i _ => hb i), Finset.prod_mul_distrib,
      Finset.prod_const, Finset.card_univ, Fintype.card_fin]
  rw [Finset.sum_congr rfl (fun c _ => h c), ← Finset.mul_sum, hp]
  field_simp

end

end MultipletIntensities
```

```lean
#print axioms MultipletIntensities.line_intensity
#print axioms MultipletIntensities.equivalent_multiplet
#print axioms MultipletIntensities.time_signal
```

```
'MultipletIntensities.line_intensity' depends on axioms: [propext, Classical.choice, Quot.sound]
'MultipletIntensities.equivalent_multiplet' depends on axioms: [propext, Classical.choice, Quot.sound]
'MultipletIntensities.time_signal' depends on axioms: [propext, Classical.choice, Quot.sound]
```
